# For a product coupling to a normalised bath, the second-order projected term is the bath variance times a double commutator

## Definitions and conventions

System and bath are finite-dimensional, with complex matrices indexed by $m$ and $n$. Joint matrices carry pairs $(i,b)$, system index first. For a joint matrix $\rho$ and a bath matrix $\sigma$, define

$$(\mathrm{tr}_B\rho)_{ij}=\sum_b\rho_{(i,b),(j,b)},\qquad \Pi\rho=\mathrm{tr}_B(\rho)\otimes\sigma,\qquad Q=1-\Pi .$$

The coupling is $A\otimes B$, and $L\rho=[A\otimes B,\rho]$, without the factor $-i/\hbar$. Write $\mathrm{ad}_A r=[A,r]$ for a system matrix $r$, and $\beta=\mathrm{tr}(B\sigma)$.

In Lean these objects are `traceB`, `proj σ`, `1 - proj σ` and `liouville (A ⊗ₖ B)`. All are linear maps, so a power such as `liouville A ^ p` means repeated application.

## What is proved

1. $\Pi^2=\mathrm{tr}(\sigma)\,\Pi$. For $\sigma\neq0$ and a nonempty system, $\Pi$ is idempotent exactly when $\mathrm{tr}\,\sigma=1$ (`proj_idempotent_iff`).
2. $\mathrm{tr}_B L^p(r\otimes\sigma)=\mathrm{tr}(B^p\sigma)\,\mathrm{ad}_A^p r$ for every natural number $p$. The Born terms are $p=1,2$ (`born_terms`).
3. $\Pi LQL\Pi\rho=\big(\mathrm{tr}(B^2\sigma)-\beta^2\big)\,[A,[A,\mathrm{tr}_B\rho]]\otimes\sigma$ (`second_order_kernel`).
4. If $\mathrm{tr}\,\sigma=1$, this equals $\Pi L'L'\Pi\rho$, where $L'$ is the commutator with $A\otimes(B-\beta 1)$ (`kernel_eq_centred_born`).

The matrices $A$, $B$ and $\sigma$ are arbitrary. Physically, $\sigma$ is the bath's reference state and $\mathrm{tr}\,\sigma=1$ its normalisation; when $\sigma$ is a density matrix and $B$ is Hermitian, the weight in item 3 is the variance of $B$. The model has one product coupling and no free Hamiltonians, so it is a static special case of second-order open-system theory and does not give the time-dependent memory kernel.

## Derivation

**Idempotence.** Since $\sum_b r_{ij}\sigma_{bb}=\mathrm{tr}(\sigma)\,r_{ij}$, we have $\mathrm{tr}_B(r\otimes\sigma)=\mathrm{tr}(\sigma)\,r$, and hence $\Pi^2\rho=\mathrm{tr}(\sigma)\,\Pi\rho$. Conversely, let $X$ be the all-ones system matrix and $D$ a bath matrix with $\mathrm{tr}\,D=1$. Then $\Pi(X\otimes D)=X\otimes\sigma$, and idempotence gives $\mathrm{tr}(\sigma)\,\sigma_{ij}=\sigma_{ij}$. A nonzero entry forces $\mathrm{tr}\,\sigma=1$.

**Born terms.** One commutator gives

$$L(r\otimes\sigma)=Ar\otimes B\sigma-rA\otimes\sigma B .$$

The case $p=0$ is the product trace above. If the formula holds at order $p$ for all $r$ and $\sigma$, then

$$\mathrm{tr}_BL^{p+1}(r\otimes\sigma)=\mathrm{tr}(B^{p+1}\sigma)\,\mathrm{ad}_A^p(Ar)-\mathrm{tr}(B^p\sigma B)\,\mathrm{ad}_A^p(rA).$$

By cyclicity both traces equal $\mathrm{tr}(B^{p+1}\sigma)$, leaving $\mathrm{ad}_A^p(Ar-rA)=\mathrm{ad}_A^{p+1}r$.

**Projected term.** Put $r=\mathrm{tr}_B\rho$. Then

$$\Pi LQL\Pi\rho=\Pi L^2(r\otimes\sigma)-\Pi L\,\Pi L(r\otimes\sigma).$$

The first part is $\mathrm{tr}(B^2\sigma)[A,[A,r]]\otimes\sigma$. In the second, $\Pi L(r\otimes\sigma)=\beta[A,r]\otimes\sigma$; applying $\Pi L$ again gives $\beta^2[A,[A,r]]\otimes\sigma$.

**Centring.** For $\mathrm{tr}\,\sigma=1$,

$$\mathrm{tr}\big((B-\beta1)^2\sigma\big)=\mathrm{tr}(B^2\sigma)-2\beta^2+\beta^2=\mathrm{tr}(B^2\sigma)-\beta^2,$$

so the second Born term with $B-\beta1$ gives the same result.

## A one-state bath, and the step in code

If the bath has one state and $\sigma=1$, then $\Pi$ is the identity and $Q=0$. The weight agrees: $B$ is a number $b$, and $b^2-b^2=0$.

In a program, $\mathrm{tr}_B$ reshapes the joint matrix to four indices and sums over the repeated bath index. A calculation often splits $A\otimes B=A\otimes(B-\beta1)+\beta A\otimes1$ first and puts $\beta A$ into the system Hamiltonian. For this model with $\mathrm{tr}\,\sigma=1$, tracing the second-order term over the bath leaves a map on $\mathrm{tr}_B\rho$ that is fixed by $A$ and the single bath number $\mathrm{tr}(B^2\sigma)-\beta^2$.

## The Lean file

```lean
import Mathlib

open Matrix
open scoped Kronecker

namespace ProjectionOperatorDynamics

noncomputable section

variable {m n k : Type*} [Fintype n] [Fintype k]

/-- The partial trace over the bath, the second tensor factor. -/
def traceB : Matrix (m × n) (m × n) ℂ →ₗ[ℂ] Matrix m m ℂ where
  toFun ρ := Matrix.of fun i j => ∑ b, ρ (i, b) (j, b)
  map_add' x y := by
    ext i j
    simp [Finset.sum_add_distrib]
  map_smul' c x := by
    ext i j
    simp [Finset.mul_sum]

/-- The commutator superoperator `ρ ↦ [H, ρ]`. -/
def liouville (H : Matrix k k ℂ) : Module.End ℂ (Matrix k k ℂ) where
  toFun ρ := H * ρ - ρ * H
  map_add' x y := by
    simp only [Matrix.mul_add, Matrix.add_mul]
    abel
  map_smul' c x := by
    simp only [Matrix.mul_smul, Matrix.smul_mul, smul_sub, RingHom.id_apply]

/-- The map `ρ ↦ tr_B(ρ) ⊗ σ`, which replaces the bath by the reference matrix `σ`. -/
def proj (σ : Matrix n n ℂ) : Module.End ℂ (Matrix (m × n) (m × n) ℂ) where
  toFun ρ := traceB ρ ⊗ₖ σ
  map_add' x y := by
    rw [map_add, Matrix.add_kronecker]
  map_smul' c x := by
    rw [map_smul, Matrix.smul_kronecker, RingHom.id_apply]

/-- Tracing out the bath of a product leaves the system factor times the bath trace. -/
theorem traceB_kronecker (r : Matrix m m ℂ) (σ : Matrix n n ℂ) :
    traceB (r ⊗ₖ σ) = σ.trace • r := by
  ext i j
  change (∑ b, r i j * σ b b) = (∑ b, σ b b) * r i j
  rw [← Finset.mul_sum, mul_comm]

/-- Applying the map `ρ ↦ tr_B(ρ) ⊗ σ` twice multiplies its result by `tr σ`. -/
theorem proj_proj (σ : Matrix n n ℂ) (ρ : Matrix (m × n) (m × n) ℂ) :
    proj σ (proj σ ρ) = σ.trace • proj σ ρ := by
  change traceB (traceB ρ ⊗ₖ σ) ⊗ₖ σ = σ.trace • (traceB ρ ⊗ₖ σ)
  rw [traceB_kronecker, Matrix.smul_kronecker]

variable [DecidableEq n]

/-- For a nonempty system and a nonzero reference matrix `σ`, the map `ρ ↦ tr_B(ρ) ⊗ σ` is
idempotent exactly when `tr σ = 1`. -/
theorem proj_idempotent_iff [Nonempty m] (σ : Matrix n n ℂ) (hσ : σ ≠ 0) :
    (∀ ρ : Matrix (m × n) (m × n) ℂ, proj σ (proj σ ρ) = proj σ ρ) ↔ σ.trace = 1 := by
  constructor
  · intro h
    obtain ⟨i, j, hij⟩ : ∃ i j, σ i j ≠ 0 := by
      by_contra hc
      exact hσ (by ext i j; by_contra hij; exact hc ⟨i, j, hij⟩)
    obtain ⟨a⟩ := ‹Nonempty m›
    -- a bath matrix of unit trace, used to build a test operator
    obtain ⟨D, hD⟩ : ∃ D : Matrix n n ℂ, D.trace = 1 :=
      ⟨Matrix.diagonal (fun b => if b = i then 1 else 0), by simp [Matrix.trace_diagonal]⟩
    have hP : proj σ ((Matrix.of fun _ _ => 1 : Matrix m m ℂ) ⊗ₖ D)
        = (Matrix.of fun _ _ => 1 : Matrix m m ℂ) ⊗ₖ σ := by
      change traceB _ ⊗ₖ σ = _
      rw [traceB_kronecker, hD, one_smul]
    have h' := h ((Matrix.of fun _ _ => 1 : Matrix m m ℂ) ⊗ₖ D)
    rw [proj_proj, hP] at h'
    -- compare one nonzero entry
    have e : σ.trace * (1 * σ i j) = 1 * σ i j := congrFun (congrFun h' (a, i)) (a, j)
    rw [one_mul] at e
    exact mul_right_cancel₀ hij (by rw [e, one_mul])
  · intro h ρ
    rw [proj_proj, h, one_smul]

variable [Fintype m]

omit [DecidableEq n] in
/-- The commutator of a product coupling `A ⊗ B` with a product `r ⊗ σ`. -/
theorem liouville_kronecker (A r : Matrix m m ℂ) (B σ : Matrix n n ℂ) :
    liouville (A ⊗ₖ B) (r ⊗ₖ σ) = (A * r) ⊗ₖ (B * σ) - (r * A) ⊗ₖ (σ * B) := by
  change (A ⊗ₖ B) * (r ⊗ₖ σ) - (r ⊗ₖ σ) * (A ⊗ₖ B) = _
  rw [Matrix.mul_kronecker_mul, Matrix.mul_kronecker_mul]

/-- At every order `p`, the reduced `p`-fold commutator of `r ⊗ σ` with `A ⊗ B` is the bath moment
`tr(B^p σ)` times the `p`-fold commutator of `r` with `A`. -/
theorem traceB_liouville_pow (A r : Matrix m m ℂ) (B σ : Matrix n n ℂ) (p : ℕ) :
    traceB ((liouville (A ⊗ₖ B) ^ p) (r ⊗ₖ σ))
      = (B ^ p * σ).trace • (liouville A ^ p) r := by
  induction p generalizing r σ with
  | zero => simp [traceB_kronecker]
  | succ p ih =>
    have step : (liouville (A ⊗ₖ B) ^ (p + 1)) (r ⊗ₖ σ)
        = (liouville (A ⊗ₖ B) ^ p) (liouville (A ⊗ₖ B) (r ⊗ₖ σ)) := by
      rw [pow_succ, Module.End.mul_apply]
    have stepA : (liouville A ^ (p + 1)) r
        = (liouville A ^ p) (A * r) - (liouville A ^ p) (r * A) := by
      rw [pow_succ, Module.End.mul_apply, ← map_sub]
      rfl
    have h1 : B ^ p * (B * σ) = B ^ (p + 1) * σ := by
      rw [pow_succ, mul_assoc]
    -- cyclicity of the bath trace makes both orderings equal
    have h2 : (B ^ p * (σ * B)).trace = (B ^ (p + 1) * σ).trace := by
      rw [← mul_assoc, Matrix.trace_mul_comm, ← mul_assoc, ← pow_succ']
    rw [step, liouville_kronecker, map_sub, map_sub, ih, ih, h1, h2, stepA, smul_sub]

/-- The first- and second-order Born terms: `tr(Bσ) [A, r]` and `tr(B²σ) [A, [A, r]]`. -/
theorem born_terms (A r : Matrix m m ℂ) (B σ : Matrix n n ℂ) :
    traceB (liouville (A ⊗ₖ B) (r ⊗ₖ σ)) = (B * σ).trace • liouville A r ∧
    traceB (liouville (A ⊗ₖ B) (liouville (A ⊗ₖ B) (r ⊗ₖ σ)))
      = (B ^ 2 * σ).trace • liouville A (liouville A r) := by
  constructor
  · simpa only [pow_one] using traceB_liouville_pow A r B σ 1
  · simpa only [pow_two, Module.End.mul_apply] using traceB_liouville_pow A r B σ 2

/-- With `Π = proj σ` and `Q = 1 - Π`, the second-order term `Π L Q L Π` is the double commutator of
`tr_B(ρ)` with `A`, tensored with `σ` and weighted by `tr(B²σ) - tr(Bσ)²`. Here `L` is the
commutator with `A ⊗ B`. -/
theorem second_order_kernel (A : Matrix m m ℂ) (B σ : Matrix n n ℂ)
    (ρ : Matrix (m × n) (m × n) ℂ) :
    proj σ (liouville (A ⊗ₖ B) ((1 - proj σ) (liouville (A ⊗ₖ B) (proj σ ρ))))
      = ((B ^ 2 * σ).trace - (B * σ).trace ^ 2) •
        (liouville A (liouville A (traceB ρ)) ⊗ₖ σ) := by
  have h1 : ∀ r : Matrix m m ℂ, proj σ (liouville (A ⊗ₖ B) (r ⊗ₖ σ))
      = (B * σ).trace • (liouville A r ⊗ₖ σ) := by
    intro r
    change traceB _ ⊗ₖ σ = _
    rw [(born_terms A r B σ).1, Matrix.smul_kronecker]
  have h2 : ∀ r : Matrix m m ℂ,
      proj σ (liouville (A ⊗ₖ B) (liouville (A ⊗ₖ B) (r ⊗ₖ σ)))
      = (B ^ 2 * σ).trace • (liouville A (liouville A r) ⊗ₖ σ) := by
    intro r
    change traceB _ ⊗ₖ σ = _
    rw [(born_terms A r B σ).2, Matrix.smul_kronecker]
  have hP : proj σ ρ = traceB ρ ⊗ₖ σ := rfl
  -- split Q = 1 - Π and insert the two Born terms
  rw [hP, LinearMap.sub_apply, Module.End.one_apply, map_sub, map_sub, h2 (traceB ρ),
    h1 (traceB ρ), map_smul, map_smul, h1 (liouville A (traceB ρ))]
  module

/-- For `tr σ = 1`, the second-order term `Π L Q L Π` equals `Π L' L' Π`, where `L'` is the
commutator with the centred coupling `A ⊗ (B - tr(Bσ))`. -/
theorem kernel_eq_centred_born (A : Matrix m m ℂ) (B σ : Matrix n n ℂ) (hσ : σ.trace = 1)
    (ρ : Matrix (m × n) (m × n) ℂ) :
    proj σ (liouville (A ⊗ₖ B) ((1 - proj σ) (liouville (A ⊗ₖ B) (proj σ ρ))))
      = proj σ (liouville (A ⊗ₖ (B - (B * σ).trace • (1 : Matrix n n ℂ)))
          (liouville (A ⊗ₖ (B - (B * σ).trace • (1 : Matrix n n ℂ))) (proj σ ρ))) := by
  have expand : ∀ b : ℂ, (B - b • (1 : Matrix n n ℂ)) ^ 2 * σ
      = B ^ 2 * σ - (2 * b) • (B * σ) + (b ^ 2) • σ := by
    intro b
    simp only [pow_two, Matrix.sub_mul, Matrix.mul_sub, Matrix.smul_mul, Matrix.mul_smul,
      Matrix.one_mul, Matrix.mul_one]
    module
  -- the centred second moment is the variance
  have var : ((B - (B * σ).trace • (1 : Matrix n n ℂ)) ^ 2 * σ).trace
      = (B ^ 2 * σ).trace - (B * σ).trace ^ 2 := by
    rw [expand, Matrix.trace_add, Matrix.trace_sub, Matrix.trace_smul, Matrix.trace_smul, hσ,
      smul_eq_mul, smul_eq_mul]
    ring
  rw [second_order_kernel, ← var, ← Matrix.smul_kronecker, ← (born_terms A (traceB ρ) _ σ).2]
  rfl

end

end ProjectionOperatorDynamics
```

```lean
#print axioms ProjectionOperatorDynamics.proj_idempotent_iff
#print axioms ProjectionOperatorDynamics.second_order_kernel
#print axioms ProjectionOperatorDynamics.kernel_eq_centred_born
```

```
'ProjectionOperatorDynamics.proj_idempotent_iff' depends on axioms: [propext, Classical.choice, Quot.sound]
'ProjectionOperatorDynamics.second_order_kernel' depends on axioms: [propext, Classical.choice, Quot.sound]
'ProjectionOperatorDynamics.kernel_eq_centred_born' depends on axioms: [propext, Classical.choice, Quot.sound]
```

## How the proof follows the derivation

`traceB_kronecker` is the product trace, and `proj_proj` applies it to $\Pi^2$. The converse in `proj_idempotent_iff` builds $D$ as a diagonal matrix with a single 1, then cancels the nonzero entry `σ i j`.

`liouville_kronecker` is the single commutator. The induction in `traceB_liouville_pow` is `generalizing r σ` because the next step needs the formula for $B\sigma$ and $\sigma B$; `h2` is cyclicity.

In `second_order_kernel`, `h1` and `h2` are the Born terms with $\sigma$ reattached. Linearity splits $Q$, and `module` collects the coefficients. In the last theorem, `expand` squares the centred operator, `var` takes its trace using `hσ`, and `born_terms` is read from right to left to recover $\Pi L'L'\Pi$.
